# On a line, the least transport cost from depletion to an equal accumulation is the gap-weighted sum of absolute cumulative differences

## From a difference density to a transport plan

A difference density records where charge was lost and where it was gained, but not which lost charge went where. Here that pairing is represented by a transport plan: a table of nonnegative numbers \(T_{ij}\), the charge moved from point \(i\) to point \(j\). Moving charge costs its amount times the distance travelled, and the plan is free apart from its totals.

The points \(z_0\le z_1\le\dots\le z_n\) lie on one axis. Point \(i\) carries a depletion \(d_i\ge 0\) and an accumulation \(a_i\ge 0\), both integrated charges, with equal totals. Write

\[
D_m=\sum_{i<m} d_i,\qquad A_m=\sum_{i<m} a_i,\qquad g_k=z_{k+1}-z_k .
\]

The difference \(D_{k+1}-A_{k+1}\) is the net charge that must cross gap \(k\) to the right. In electronic-structure analysis the running integral along an axis of a difference density (gain minus loss), first integrated over the planes perpendicular to that axis, is the negative of this; for a finite grid and a cost linear in distance, its absolute values weighted by the gaps give the least transport cost.

## The minimum and the plans that reach it

The theorem `isLeast_transport_cost` says that

\[
\min_T \sum_{i,j\le n} T_{ij}\,|z_i-z_j|=\sum_{k<n} g_k\,|D_{k+1}-A_{k+1}| ,
\]

where \(T\) runs over the nonnegative plans with row sums \(d\) and column sums \(a\). `IsLeast` means that some plan has this cost and none has a lower one.

In the code, `IsPlan` holds the constraints on \(T\), `cost` is the left-hand sum, `gapFormula` the right-hand side, and `cumulative d m` is \(D_m\). The hypotheses `hz`, `hd`, `ha` and `hsum` are the ordering of the points, the two nonnegativity conditions and the equality of totals. Functions are defined on all natural numbers, but only the indices \(0,\dots,n\) matter. Points may coincide, and for \(n=0\) both sides are zero.

The value depends only on \(d-a\), so depletion and accumulation may overlap at a point. The plan is a bookkeeping device and not a path followed by electrons. Continuous densities, three-dimensional distances and unequal totals are not covered.

The second theorem, `cost_eq_gapFormula_iff`, takes strictly increasing points. Let \(R_m=\sum_{i,j<m}T_{ij}\), called `retained`, be the charge that starts and ends among the first \(m\) points. A plan attains the formula exactly when \(R_{k+1}=\min(D_{k+1},A_{k+1})\) at every gap.

## Counting charge across each gap

Let \(\ell_m(i)=1\) if \(i<m\) and \(0\) otherwise. The bracket in

\[
|z_i-z_j|=\sum_{k<n} g_k\,\bigl[\ell_{k+1}(i)+\ell_{k+1}(j)-2\,\ell_{k+1}(i)\,\ell_{k+1}(j)\bigr]
\]

is \(1\) when gap \(k\) separates \(i\) from \(j\), and \(0\) otherwise. The separating gaps add up to the distance.

Multiply by \(T_{ij}\) and sum over \(i\) and \(j\). The first term gives the row sums of the first \(k+1\) points, which is \(D_{k+1}\); the second gives \(A_{k+1}\); the product gives \(R_{k+1}\). Every plan therefore costs

\[
\sum_{k<n} g_k\,(D_{k+1}+A_{k+1}-2R_{k+1}).
\]

Retained charge is part of the depletion on the left and part of the accumulation there, so \(R_{k+1}\le\min(D_{k+1},A_{k+1})\). Hence

\[
D_{k+1}+A_{k+1}-2R_{k+1}\ \ge\ D_{k+1}+A_{k+1}-2\min(D_{k+1},A_{k+1})=|D_{k+1}-A_{k+1}| .
\]

Since \(g_k\ge 0\), this is the lower bound. If all \(g_k>0\), the total is attained only when every term is an equality, which is the second theorem.

## A plan that keeps the order

Set \(F(p,q)=\min(D_p,A_q)\) and

\[
M_{ij}=F(i+1,j+1)-F(i,j+1)-F(i+1,j)+F(i,j).
\]

This is the length of the overlap of the intervals \([D_i,D_{i+1}]\) and \([A_j,A_{j+1}]\), so it is nonnegative. Because \(D_0=A_0=0\) and all \(D_p,A_q\ge 0\), \(F\) vanishes when either index is zero, and the sum telescopes to

\[
\sum_{i<p}\sum_{j<q}M_{ij}=F(p,q)\qquad (p,q\le n+1).
\]

For \(q=n+1\), equal totals give \(A_{n+1}=D_{n+1}\ge D_p\), so the sum is \(D_p\). Subtracting its value at \(p=i\) from that at \(p=i+1\) gives the row sum \(d_i\). Exchanging \(d\) and \(a\) gives the column sums. For \(p=q=k+1\), the sum says \(R_{k+1}=\min(D_{k+1},A_{k+1})\), so \(M\) attains the bound.

## The complete Lean file

```lean
import Mathlib

open Finset

namespace DifferenceDensityTransport

noncomputable section

/-- The charge `f` summed over the first `m` grid points. -/
def cumulative (f : ℕ → ℝ) (m : ℕ) : ℝ := ∑ i ∈ range m, f i

/-- A transport plan on the points `0, ..., n`: `T i j ≥ 0` is the charge moved from `i` to `j`,
with row sums the depletion `d` and column sums the accumulation `a`. -/
structure IsPlan (n : ℕ) (d a : ℕ → ℝ) (T : ℕ → ℕ → ℝ) : Prop where
  nonneg : ∀ i ≤ n, ∀ j ≤ n, 0 ≤ T i j
  row : ∀ i ≤ n, ∑ j ∈ range (n + 1), T i j = d i
  col : ∀ j ≤ n, ∑ i ∈ range (n + 1), T i j = a j

/-- Total charge times distance moved by the plan `T`. -/
def cost (n : ℕ) (z : ℕ → ℝ) (T : ℕ → ℕ → ℝ) : ℝ :=
  ∑ i ∈ range (n + 1), ∑ j ∈ range (n + 1), T i j * |z i - z j|

/-- The charge that both starts and ends among the first `m` points. -/
def retained (T : ℕ → ℕ → ℝ) (m : ℕ) : ℝ := ∑ i ∈ range m, ∑ j ∈ range m, T i j

/-- Each gap between neighbouring points times the absolute cumulative difference charge there. -/
def gapFormula (n : ℕ) (z d a : ℕ → ℝ) : ℝ :=
  ∑ k ∈ range n, (z (k + 1) - z k) * |cumulative d (k + 1) - cumulative a (k + 1)|

/-- Indicator that point `i` is among the first `m` points. -/
def left (m i : ℕ) : ℝ := if i < m then 1 else 0

/-- The order-preserving plan, a mixed difference of the smaller of the two cumulative charges. -/
def monotonePlan (d a : ℕ → ℝ) (i j : ℕ) : ℝ :=
  min (cumulative d (i + 1)) (cumulative a (j + 1)) - min (cumulative d i) (cumulative a (j + 1))
    - min (cumulative d (i + 1)) (cumulative a j) + min (cumulative d i) (cumulative a j)

/-- Weighting by the indicator restricts a sum to the first `m` points. -/
theorem sum_left {m N : ℕ} (h : m ≤ N) (f : ℕ → ℝ) :
    ∑ i ∈ range N, left m i * f i = ∑ i ∈ range m, f i := by
  have h1 : ∑ i ∈ range m, f i = ∑ i ∈ range m, left m i * f i :=
    sum_congr rfl fun i hi => by simp [left, mem_range.1 hi]
  rw [h1]
  symm
  apply sum_subset (range_mono h)
  intro i _ hi
  have hi' : ¬ i < m := fun h => hi (mem_range.2 h)
  simp [left, hi']

/-- The distance between two points is the sum of the gaps that separate them. -/
theorem dist_eq_gaps {n : ℕ} {z : ℕ → ℝ} (hz : ∀ k < n, z k ≤ z (k + 1)) {i j : ℕ}
    (hi : i ≤ n) (hj : j ≤ n) :
    |z i - z j| = ∑ k ∈ range n, (z (k + 1) - z k) *
      (left (k + 1) i + left (k + 1) j - 2 * (left (k + 1) i * left (k + 1) j)) := by
  have mono : ∀ p q, p ≤ q → q ≤ n → z p ≤ z q := by
    intro p q hpq
    induction q, hpq using Nat.le_induction with
    | base => intro _; exact le_rfl
    | succ q hq ih => intro h; exact (ih (by omega)).trans (hz q (by omega))
  -- the gaps to the right of a point telescope
  have tail : ∀ i m : ℕ, ∑ k ∈ range m, (z (k + 1) - z k) * left (k + 1) i
      = z (max m i) - z i := by
    intro i m
    induction m with
    | zero => simp
    | succ m ih =>
      rw [sum_range_succ, ih]
      by_cases h : i < m + 1
      · rw [max_eq_left (by omega : i ≤ m), max_eq_left (by omega : i ≤ m + 1), left, if_pos h]
        ring
      · rw [max_eq_right (by omega : m ≤ i), max_eq_right (by omega : m + 1 ≤ i), left, if_neg h]
        ring
  have hprod : ∀ m, left m i * left m j = left m (max i j) := by
    intro m
    by_cases h1 : i < m <;> by_cases h2 : j < m <;> simp [left, h1, h2]
  have split : ∑ k ∈ range n, (z (k + 1) - z k) *
      (left (k + 1) i + left (k + 1) j - 2 * (left (k + 1) i * left (k + 1) j))
      = ∑ k ∈ range n, (z (k + 1) - z k) * left (k + 1) i
        + ∑ k ∈ range n, (z (k + 1) - z k) * left (k + 1) j
        - 2 * ∑ k ∈ range n, (z (k + 1) - z k) * left (k + 1) (max i j) := by
    rw [mul_sum, ← sum_add_distrib, ← sum_sub_distrib]
    refine sum_congr rfl fun k _ => ?_
    rw [hprod]
    ring
  rw [split, tail, tail, tail, max_eq_left hi, max_eq_left hj, max_eq_left (max_le hi hj)]
  rcases le_total i j with h | h
  · rw [max_eq_right h, abs_of_nonpos (by linarith [mono i j h hj])]
    ring
  · rw [max_eq_left h, abs_of_nonneg (by linarith [mono j i h hi])]
    ring

/-- The cost of any plan is the sum over gaps of gap width times the charge crossing the gap
in either direction. -/
theorem cost_eq_gaps {n : ℕ} {z d a : ℕ → ℝ} {T : ℕ → ℕ → ℝ}
    (hz : ∀ k < n, z k ≤ z (k + 1)) (hT : IsPlan n d a T) :
    cost n z T = ∑ k ∈ range n, (z (k + 1) - z k) *
      (cumulative d (k + 1) + cumulative a (k + 1) - 2 * retained T (k + 1)) := by
  -- charge crossing one gap
  have cut : ∀ k ∈ range n, ∑ i ∈ range (n + 1), ∑ j ∈ range (n + 1), T i j *
      (left (k + 1) i + left (k + 1) j - 2 * (left (k + 1) i * left (k + 1) j))
      = cumulative d (k + 1) + cumulative a (k + 1) - 2 * retained T (k + 1) := by
    intro k hk
    have hkn := mem_range.1 hk
    have hm : k + 1 ≤ n + 1 := by omega
    have h1 : ∑ i ∈ range (n + 1), left (k + 1) i * (∑ j ∈ range (n + 1), T i j)
        = cumulative d (k + 1) := by
      rw [sum_left hm, cumulative]
      exact sum_congr rfl fun i hi => hT.row i (by have := mem_range.1 hi; omega)
    have h2 : ∑ j ∈ range (n + 1), left (k + 1) j * (∑ i ∈ range (n + 1), T i j)
        = cumulative a (k + 1) := by
      rw [sum_left hm, cumulative]
      exact sum_congr rfl fun j hj => hT.col j (by have := mem_range.1 hj; omega)
    have h3 : ∑ i ∈ range (n + 1), left (k + 1) i * (∑ j ∈ range (n + 1), left (k + 1) j * T i j)
        = retained T (k + 1) := by
      rw [sum_left hm, retained]
      exact sum_congr rfl fun i _ => sum_left hm _
    have hc : ∑ j ∈ range (n + 1), left (k + 1) j * (∑ i ∈ range (n + 1), T i j)
        = ∑ i ∈ range (n + 1), ∑ j ∈ range (n + 1), left (k + 1) j * T i j := by
      simp_rw [mul_sum]
      exact sum_comm
    rw [← h1, ← h2, ← h3, hc]
    simp only [mul_sum, ← sum_add_distrib, ← sum_sub_distrib]
    refine sum_congr rfl fun i _ => sum_congr rfl fun j _ => ?_
    ring
  calc cost n z T = ∑ i ∈ range (n + 1), ∑ j ∈ range (n + 1), ∑ k ∈ range n,
        (z (k + 1) - z k) * (T i j *
          (left (k + 1) i + left (k + 1) j - 2 * (left (k + 1) i * left (k + 1) j))) := by
        refine sum_congr rfl fun i hi => sum_congr rfl fun j hj => ?_
        rw [dist_eq_gaps hz (Nat.lt_succ_iff.1 (mem_range.1 hi))
          (Nat.lt_succ_iff.1 (mem_range.1 hj)), mul_sum]
        refine sum_congr rfl fun k _ => ?_
        ring
    _ = ∑ k ∈ range n, ∑ i ∈ range (n + 1), ∑ j ∈ range (n + 1),
        (z (k + 1) - z k) * (T i j *
          (left (k + 1) i + left (k + 1) j - 2 * (left (k + 1) i * left (k + 1) j))) :=
        (sum_congr rfl fun i _ => sum_comm).trans sum_comm
    _ = _ := by
        refine sum_congr rfl fun k hk => ?_
        rw [← cut k hk, mul_sum]
        refine sum_congr rfl fun i _ => ?_
        rw [mul_sum]

/-- The charge kept among the first `m` points exceeds neither the depletion nor the
accumulation there. -/
theorem retained_le {n m : ℕ} {d a : ℕ → ℝ} {T : ℕ → ℕ → ℝ} (hT : IsPlan n d a T)
    (hm : m ≤ n + 1) : retained T m ≤ cumulative d m ∧ retained T m ≤ cumulative a m := by
  unfold retained cumulative
  constructor
  · refine sum_le_sum fun i hi => ?_
    have hi' : i ≤ n := by have := mem_range.1 hi; omega
    rw [← hT.row i hi']
    exact sum_le_sum_of_subset_of_nonneg (range_mono hm)
      fun j hj _ => hT.nonneg i hi' j (Nat.lt_succ_iff.1 (mem_range.1 hj))
  · rw [sum_comm]
    refine sum_le_sum fun j hj => ?_
    have hj' : j ≤ n := by have := mem_range.1 hj; omega
    rw [← hT.col j hj']
    exact sum_le_sum_of_subset_of_nonneg (range_mono hm)
      fun i hi _ => hT.nonneg i (Nat.lt_succ_iff.1 (mem_range.1 hi)) j hj'

/-- The cumulative charge of a nonnegative density does not decrease along the grid. -/
theorem cumulative_le {n p q : ℕ} {f : ℕ → ℝ} (hf : ∀ i ≤ n, 0 ≤ f i) (hpq : p ≤ q)
    (hq : q ≤ n + 1) : cumulative f p ≤ cumulative f q :=
  sum_le_sum_of_subset_of_nonneg (range_mono hpq)
    fun i hi _ => hf i (by have := mem_range.1 hi; omega)

/-- The charge the order-preserving plan moves from the first `p` to the first `q` points,
as a mixed difference. -/
theorem monotonePlan_block (d a : ℕ → ℝ) (p q : ℕ) :
    ∑ i ∈ range p, ∑ j ∈ range q, monotonePlan d a i j
      = min (cumulative d p) (cumulative a q) - min (cumulative d 0) (cumulative a q)
        - min (cumulative d p) (cumulative a 0) + min (cumulative d 0) (cumulative a 0) := by
  have hrow : ∀ i, ∑ j ∈ range q, monotonePlan d a i j
      = min (cumulative d (i + 1)) (cumulative a q) - min (cumulative d i) (cumulative a q)
        - min (cumulative d (i + 1)) (cumulative a 0) + min (cumulative d i) (cumulative a 0) := by
    intro i
    induction q with
    | zero => rw [sum_range_zero]; ring
    | succ q ih => rw [sum_range_succ, ih, monotonePlan]; ring
  induction p with
  | zero => rw [sum_range_zero]; ring
  | succ p ih => rw [sum_range_succ, ih, hrow]; ring

/-- The order-preserving plan removes exactly the depletion `d i` from each point. -/
theorem monotonePlan_row {n : ℕ} {d a : ℕ → ℝ} (hd : ∀ i ≤ n, 0 ≤ d i)
    (hsum : cumulative d (n + 1) = cumulative a (n + 1)) {i : ℕ} (hi : i ≤ n) :
    ∑ j ∈ range (n + 1), monotonePlan d a i j = d i := by
  have h := monotonePlan_block d a (i + 1) (n + 1)
  rw [sum_range_succ, monotonePlan_block d a i (n + 1)] at h
  have hs : cumulative d (i + 1) = cumulative d i + d i := sum_range_succ d i
  have h0 : cumulative a 0 = cumulative d 0 := by simp [cumulative]
  have e1 := min_eq_left ((cumulative_le hd (by omega : i ≤ n + 1) le_rfl).trans_eq hsum)
  have e2 := min_eq_left ((cumulative_le hd (by omega : i + 1 ≤ n + 1) le_rfl).trans_eq hsum)
  have e3 := min_eq_right (h0.trans_le (cumulative_le hd (Nat.zero_le i) (by omega)))
  have e4 := min_eq_right (h0.trans_le (cumulative_le hd (Nat.zero_le (i + 1)) (by omega)))
  linarith

/-- For nonnegative densities of equal total the order-preserving plan is a transport plan. -/
theorem monotonePlan_isPlan {n : ℕ} {d a : ℕ → ℝ} (hd : ∀ i ≤ n, 0 ≤ d i)
    (ha : ∀ i ≤ n, 0 ≤ a i) (hsum : cumulative d (n + 1) = cumulative a (n + 1)) :
    IsPlan n d a (monotonePlan d a) := by
  refine ⟨fun i hi j hj => ?_, fun i hi => monotonePlan_row hd hsum hi, fun j hj => ?_⟩
  · have h1 := cumulative_le hd (Nat.le_succ i) (by omega)
    have h2 := cumulative_le ha (Nat.le_succ j) (by omega)
    simp only [Nat.succ_eq_add_one] at h1 h2
    simp only [monotonePlan, min_def]
    split_ifs <;> linarith
  · -- exchanging the two densities transposes the plan
    rw [← monotonePlan_row ha hsum.symm hj]
    refine sum_congr rfl fun i _ => ?_
    unfold monotonePlan
    rw [min_comm (cumulative a (j + 1)) (cumulative d (i + 1)),
      min_comm (cumulative a j) (cumulative d (i + 1)),
      min_comm (cumulative a (j + 1)) (cumulative d i),
      min_comm (cumulative a j) (cumulative d i)]
    ring

/-- The least charge-times-distance that turns the depletion `d` into the accumulation `a` is the
sum over gaps of gap width times the absolute cumulative difference charge. -/
theorem isLeast_transport_cost {n : ℕ} {z d a : ℕ → ℝ} (hz : ∀ k < n, z k ≤ z (k + 1))
    (hd : ∀ i ≤ n, 0 ≤ d i) (ha : ∀ i ≤ n, 0 ≤ a i)
    (hsum : cumulative d (n + 1) = cumulative a (n + 1)) :
    IsLeast {c | ∃ T, IsPlan n d a T ∧ cost n z T = c} (gapFormula n z d a) := by
  constructor
  · -- the order-preserving plan attains the value
    refine ⟨monotonePlan d a, monotonePlan_isPlan hd ha hsum, ?_⟩
    rw [cost_eq_gaps hz (monotonePlan_isPlan hd ha hsum), gapFormula]
    refine sum_congr rfl fun k hk => ?_
    have hkn := mem_range.1 hk
    have d0 : cumulative d 0 = 0 := by simp [cumulative]
    have a0 : cumulative a 0 = 0 := by simp [cumulative]
    have hD := cumulative_le hd (Nat.zero_le (k + 1)) (by omega)
    have hA := cumulative_le ha (Nat.zero_le (k + 1)) (by omega)
    rw [d0] at hD
    rw [a0] at hA
    have hr : retained (monotonePlan d a) (k + 1)
        = min (cumulative d (k + 1)) (cumulative a (k + 1)) := by
      rw [retained, monotonePlan_block, d0, a0, min_eq_left hA, min_eq_right hD, min_self]
      ring
    rw [hr]
    rcases le_total (cumulative d (k + 1)) (cumulative a (k + 1)) with h | h
    · rw [min_eq_left h, abs_of_nonpos (by linarith)]
      ring
    · rw [min_eq_right h, abs_of_nonneg (by linarith)]
      ring
  · -- every plan carries at least the net charge across each gap
    rintro c ⟨T, hT, rfl⟩
    rw [cost_eq_gaps hz hT, gapFormula]
    refine sum_le_sum fun k hk => ?_
    have hkn := mem_range.1 hk
    obtain ⟨h1, h2⟩ := retained_le hT (by omega : k + 1 ≤ n + 1)
    exact mul_le_mul_of_nonneg_left (abs_le.2 ⟨by linarith, by linarith⟩)
      (sub_nonneg.2 (hz k hkn))

/-- On strictly increasing points a plan attains the gap formula exactly when, at every gap, the
charge kept on the left is the smaller of the cumulative depletion and accumulation. -/
theorem cost_eq_gapFormula_iff {n : ℕ} {z d a : ℕ → ℝ} {T : ℕ → ℕ → ℝ}
    (hz : ∀ k < n, z k < z (k + 1)) (hT : IsPlan n d a T) :
    cost n z T = gapFormula n z d a ↔
      ∀ k < n, retained T (k + 1) = min (cumulative d (k + 1)) (cumulative a (k + 1)) := by
  rw [cost_eq_gaps (fun k hk => (hz k hk).le) hT, gapFormula, eq_comm, sum_eq_sum_iff_of_le]
  · refine forall_congr' fun k => ?_
    rw [mem_range]
    refine imp_congr_right fun hk => ?_
    rw [mul_right_inj' (sub_pos.2 (hz k hk)).ne']
    rcases le_total (cumulative d (k + 1)) (cumulative a (k + 1)) with h | h
    · rw [min_eq_left h, abs_of_nonpos (by linarith)]
      constructor <;> intro e <;> linarith
    · rw [min_eq_right h, abs_of_nonneg (by linarith)]
      constructor <;> intro e <;> linarith
  · intro k hk
    have hkn := mem_range.1 hk
    obtain ⟨h1, h2⟩ := retained_le hT (by omega : k + 1 ≤ n + 1)
    exact mul_le_mul_of_nonneg_left (abs_le.2 ⟨by linarith, by linarith⟩)
      (sub_pos.2 (hz k hkn)).le

end

end DifferenceDensityTransport
```

```lean
#print axioms DifferenceDensityTransport.isLeast_transport_cost
#print axioms DifferenceDensityTransport.cost_eq_gapFormula_iff
```

```
'DifferenceDensityTransport.isLeast_transport_cost' depends on axioms: [propext, Classical.choice, Quot.sound]
'DifferenceDensityTransport.cost_eq_gapFormula_iff' depends on axioms: [propext, Classical.choice, Quot.sound]
```

## How the lemmas follow the derivation

`dist_eq_gaps` proves the distance identity by a slightly different route. Its step `tail` telescopes the gaps to the right of one point, and `hprod` turns a product of indicators into the indicator of the larger index. The three resulting sums combine to \(2z_{\max(i,j)}-z_i-z_j\), which is the distance.

In `cost_eq_gaps`, `sum_comm` brings the sum over gaps to the front, and `cut` evaluates the charge crossing one gap; `sum_left` restricts the indicator-weighted sums. `retained_le` obtains both bounds on \(R_m\) by dropping nonnegative entries from the row and column sums.

`monotonePlan_block` telescopes by induction, first over columns and then over rows. `monotonePlan_row` subtracts two such blocks. In `monotonePlan_isPlan`, nonnegativity comes from splitting every minimum into its cases and closing each with `linarith`, using the monotonicity from `cumulative_le`; the columns follow from the row lemma with the densities exchanged.

The main theorem has two halves: the order-preserving plan attains the value, and `sum_le_sum` adds the gapwise bounds. For the equality criterion, `sum_eq_sum_iff_of_le` reduces equality of the sums to equality of each term, and `mul_right_inj'` cancels the positive gap width.
